# Finitely many distinct levels: what commutes with H, and when [H, S] = V is solvable

The Hamiltonian on this sheet is not an operator waiting to be diagonalised. It is assembled from its levels and spectral projectors, which are given from the start. The projectors obey three algebraic laws, and from (e) on the levels are assumed distinct. No Hilbert space, inner product or Hermiticity is used.

The operators are elements of an algebra A over a field K, such as the complex n × n matrices. In the code, `Ring A` allows operators that do not commute, and the finite type `ι` labels the levels.

In Lean 4 with Mathlib:

```lean
import Mathlib

open Finset

namespace SpectralCommutator

noncomputable section

variable {K A ι : Type*} [Field K] [Ring A] [Algebra K A] [Fintype ι]
```

The projectors P_i satisfy

P_i P_i = P_i,  P_i P_j = 0 for i ≠ j,  Σ_i P_i = 1.

These are the fields `idem`, `orth` and `complete`. A projector may have any rank, so a level may be degenerate. It may also be oblique, since no adjoint is available to make it orthogonal in the geometric sense, or even zero, in which case its a_i need not be an eigenvalue of H.

```lean
/-- A finite family of mutually orthogonal idempotents that sum to the identity. -/
structure IsSpectralResolution (P : ι → A) : Prop where
  idem : ∀ i, P i * P i = P i
  orth : ∀ i j, i ≠ j → P i * P j = 0
  complete : ∑ i, P i = 1
```

With a level a_i in K for each label, the Hamiltonian is

H = Σ_i a_i P_i.

For a Hermitian matrix the spectral theorem supplies such data; here they are assumed. Infinitely many levels and continuous spectra are not covered, although A itself may be infinite-dimensional.

```lean
/-- The Hamiltonian `H = ∑ a_i P_i` with levels `a_i` and projectors `P_i`. -/
def hamiltonian (a : ι → K) (P : ι → A) : A := ∑ i, a i • P i
```

For a perturbation V in A, define the generator

G = Σ_{i≠j} (a_i − a_j)⁻¹ P_i V P_j.

The theorems about G assume distinct levels, written `Function.Injective a`: different labels carry different values. Degeneracy therefore sits in the rank of a projector and never in a repeated a_i.

```lean
/-- The generator `∑_{i ≠ j} (a_i - a_j)⁻¹ P_i V P_j` built from a perturbation `V`. A term with
`a_i = a_j` is zero, because Lean sets `0⁻¹ = 0`. -/
def generator [DecidableEq ι] (a : ι → K) (P : ι → A) (V : A) : A :=
  ∑ i, ∑ j, if i = j then 0 else (a i - a j)⁻¹ • (P i * V * P j)
```

Throughout, [H, S] = HS − SH. With this sign, and for S of first order in V, [H, S] = V is the condition under which exp(S)(H + V)exp(−S) has no term of first order in V, as in a Schrieffer–Wolff transformation, here for an H with finitely many levels and known projectors. The exponential and the higher orders are not treated.

## (a) The Hamiltonian to the left of a projector

Show that H, multiplying a projector from the left, scales it by its level:

H P_i = a_i P_i.

Solution. Insert the definition of H:

H P_i = Σ_j a_j P_j P_i.

Orthogonality removes every term with j ≠ i. The remaining term is a_i P_i P_i = a_i P_i.

In the proof, `Finset.sum_eq_single i` isolates that term, and `hP.orth` and `hP.idem` supply the two laws.

```lean
/-- Acting from the left on a projector, the Hamiltonian multiplies it by its level. -/
theorem hamiltonian_mul_projector {P : ι → A} (hP : IsSpectralResolution P)
    (a : ι → K) (i : ι) : hamiltonian a P * P i = a i • P i := by
  unfold hamiltonian
  rw [Finset.sum_mul, Finset.sum_eq_single i]
  · rw [smul_mul_assoc, hP.idem]
  · intro j _ hj
    rw [smul_mul_assoc, hP.orth j i hj, smul_zero]
  · intro h
    exact absurd (Finset.mem_univ i) h
```

## (b) The Hamiltonian to the right of a projector

Show the same for multiplication from the right:

P_i H = a_i P_i.

Solution. Without an adjoint, this cannot be read off from (a) by Hermitian conjugation, so compute it directly:

P_i H = Σ_j a_j P_i P_j = a_i P_i P_i = a_i P_i.

The proof follows (a) with the factors in the other order.

```lean
/-- Acting from the right on a projector, the Hamiltonian multiplies it by its level. -/
theorem projector_mul_hamiltonian {P : ι → A} (hP : IsSpectralResolution P)
    (a : ι → K) (i : ι) : P i * hamiltonian a P = a i • P i := by
  unfold hamiltonian
  rw [Finset.mul_sum, Finset.sum_eq_single i]
  · rw [mul_smul_comm, hP.idem]
  · intro j _ hj
    rw [mul_smul_comm, hP.orth i j hj.symm, smul_zero]
  · intro h
    exact absurd (Finset.mem_univ i) h
```

## (c) Cutting an operator into blocks

Show that every X in A is the sum of its blocks between levels:

X = Σ_i Σ_j P_i X P_j.

Solution. Put the identity on both sides of X and expand it:

X = 1 · X · 1 = (Σ_i P_i) X (Σ_j P_j) = Σ_i Σ_j P_i X P_j.

Only completeness is needed. The two steps of the `calc` block are the insertion of the identities and the expansion of the product.

```lean
/-- Every operator is the sum of its blocks `P_i X P_j` between the levels. -/
theorem block_decomposition {P : ι → A} (hP : IsSpectralResolution P) (X : A) :
    X = ∑ i, ∑ j, P i * X * P j := by
  calc X = (∑ i, P i) * X * ∑ j, P j := by rw [hP.complete, one_mul, mul_one]
    _ = ∑ i, ∑ j, P i * X * P j := by
      rw [Finset.sum_mul, Finset.sum_mul]
      exact Finset.sum_congr rfl fun i _ => Finset.mul_sum _ _ _
```

## (d) Blocks of a commutator

Find the block of [H, X] between levels i and j. The target is

P_i (HX − XH) P_j = (a_i − a_j) P_i X P_j.

Solution. Expand, then use (b) on the left and (a) on the right:

P_i H X P_j − P_i X H P_j = a_i P_i X P_j − a_j P_i X P_j = (a_i − a_j) P_i X P_j.

The levels need not be distinct, and i = j is allowed. The first `calc` step regroups the products so that H stands next to a projector; the second applies (a) and (b) and collects the scalars.

```lean
/-- The block of `[H, X]` between levels `i` and `j` is the block of `X` times the
level difference `a_i - a_j`. -/
theorem block_commutator {P : ι → A} (hP : IsSpectralResolution P)
    (a : ι → K) (X : A) (i j : ι) :
    P i * (hamiltonian a P * X - X * hamiltonian a P) * P j
      = (a i - a j) • (P i * X * P j) := by
  calc P i * (hamiltonian a P * X - X * hamiltonian a P) * P j
      = (P i * hamiltonian a P) * X * P j - P i * X * (hamiltonian a P * P j) := by
        simp only [mul_sub, sub_mul, mul_assoc]
    _ = (a i - a j) • (P i * X * P j) := by
        rw [projector_mul_hamiltonian hP, hamiltonian_mul_projector hP,
          smul_mul_assoc, smul_mul_assoc, mul_smul_comm, sub_smul]
```

## (e) Operators that commute with H

Let the levels be distinct. Show that X commutes with H exactly when it commutes with each projector:

XH = HX  ⇔  X P_i = P_i X for every i.

Solution. Suppose XH = HX. By (d), for k ≠ l,

0 = (a_k − a_l) P_k X P_l.

The scalar is non-zero and K is a field, so P_k X P_l = 0. Completeness then gives

X P_i = Σ_j P_j X P_i = P_i X P_i,

P_i X = Σ_j P_i X P_j = P_i X P_i,

and the two left-hand sides agree. Conversely, if X commutes with every P_i, then

XH = Σ_i a_i X P_i = Σ_i a_i P_i X = HX.

Thus an operator that commutes with H couples no two different levels, while inside a degenerate level it may act in any way.

`Commute X Y` means XY = YX. In the code, `off` is the vanishing of the blocks between different levels, and `hl` and `hr` are the two equations for X P_i and P_i X.

```lean
/-- For distinct levels, an operator commutes with the Hamiltonian exactly when it
commutes with every spectral projector. -/
theorem commute_hamiltonian_iff {P : ι → A} (hP : IsSpectralResolution P)
    {a : ι → K} (ha : Function.Injective a) (X : A) :
    Commute X (hamiltonian a P) ↔ ∀ i, Commute X (P i) := by
  constructor
  · intro h i
    -- the blocks between different levels vanish
    have off : ∀ k l, k ≠ l → P k * X * P l = 0 := by
      intro k l hkl
      have hb := block_commutator hP a X k l
      rw [h.eq, sub_self, mul_zero, zero_mul] at hb
      exact (smul_eq_zero.mp hb.symm).resolve_left (sub_ne_zero.mpr (ha.ne hkl))
    have hl : X * P i = P i * X * P i := by
      calc X * P i = (∑ j, P j) * (X * P i) := by rw [hP.complete, one_mul]
        _ = P i * X * P i := by
          rw [Finset.sum_mul, Finset.sum_eq_single i]
          · exact (mul_assoc _ _ _).symm
          · intro j _ hj
            rw [← mul_assoc]
            exact off j i hj
          · intro hi
            exact absurd (Finset.mem_univ i) hi
    have hr : P i * X = P i * X * P i := by
      calc P i * X = P i * X * ∑ j, P j := by rw [hP.complete, mul_one]
        _ = P i * X * P i := by
          rw [Finset.mul_sum, Finset.sum_eq_single i]
          · intro j _ hj
            exact off i j hj.symm
          · intro hi
            exact absurd (Finset.mem_univ i) hi
    exact hl.trans hr.symm
  · intro h
    change X * hamiltonian a P = hamiltonian a P * X
    unfold hamiltonian
    rw [Finset.mul_sum, Finset.sum_mul]
    refine Finset.sum_congr rfl fun i _ => ?_
    rw [mul_smul_comm, smul_mul_assoc, (h i).eq]
```

## (f) The generator at work

Let the levels be distinct and let every diagonal block of V vanish, P_i V P_i = 0. Show that

HG − GH = V.

Solution. Take one term of G, with i ≠ j. By (a) and (b),

H P_i V P_j = a_i P_i V P_j,  P_i V P_j H = a_j P_i V P_j.

Its commutator with H is therefore

(a_i − a_j)⁻¹ (a_i − a_j) P_i V P_j = P_i V P_j.

Summing over i ≠ j and using (c),

HG − GH = Σ_{i≠j} P_i V P_j = V − Σ_i P_i V P_i = V.

The proof writes the V on the right as its block sum and compares the two double sums term by term. For i = j both terms are zero, by the definition of G and by `hV`. For i ≠ j, `h1` and `h2` are the two products with H, and `inv_mul_cancel₀` cancels the denominator.

```lean
/-- For distinct levels and a perturbation `V` without diagonal blocks, the generator `G` satisfies
`[H, G] = V`. -/
theorem commutator_generator [DecidableEq ι] {P : ι → A} (hP : IsSpectralResolution P)
    {a : ι → K} (ha : Function.Injective a) {V : A} (hV : ∀ i, P i * V * P i = 0) :
    hamiltonian a P * generator a P V - generator a P V * hamiltonian a P = V := by
  unfold generator
  conv_rhs => rw [block_decomposition hP V]
  rw [Finset.mul_sum, Finset.sum_mul, ← Finset.sum_sub_distrib]
  refine Finset.sum_congr rfl fun i _ => ?_
  rw [Finset.mul_sum, Finset.sum_mul, ← Finset.sum_sub_distrib]
  refine Finset.sum_congr rfl fun j _ => ?_
  by_cases h : i = j
  · subst h
    rw [if_pos rfl, mul_zero, zero_mul, sub_zero, hV i]
  · -- the commutator produces the level difference, which cancels the denominator
    have hne : a i - a j ≠ 0 := sub_ne_zero.mpr (ha.ne h)
    have h1 : hamiltonian a P * (P i * V * P j) = a i • (P i * V * P j) := by
      rw [← mul_assoc, ← mul_assoc, hamiltonian_mul_projector hP,
        smul_mul_assoc, smul_mul_assoc]
    have h2 : P i * V * P j * hamiltonian a P = a j • (P i * V * P j) := by
      rw [mul_assoc, projector_mul_hamiltonian hP, mul_smul_comm]
    rw [if_neg h, mul_smul_comm, smul_mul_assoc, ← smul_sub, h1, h2, ← sub_smul,
      smul_smul, inv_mul_cancel₀ hne, one_smul]
```

## (g) When a solution exists

Let the levels be distinct and let V be arbitrary. Decide for which V some S satisfies [H, S] = V. The target is

there is an S with HS − SH = V  ⇔  P_i V P_i = 0 for every i.

Solution. If V = HS − SH, part (d) with j = i gives

P_i V P_i = (a_i − a_i) P_i S P_i = 0.

If all diagonal blocks vanish, S = G is a solution by (f).

The part of V that acts within a level is thus an obstruction that no choice of S removes. With a single label, P = 1 and H is a scalar, so the equation is solvable only for V = 0.

In the code, `rintro ⟨S, rfl⟩` replaces V by the commutator, after which `block_commutator` finishes the first direction.

```lean
/-- For distinct levels, `[H, S] = V` has a solution `S` exactly when all diagonal blocks
`P_i V P_i` vanish. -/
theorem commutator_solvable_iff {P : ι → A} (hP : IsSpectralResolution P)
    {a : ι → K} (ha : Function.Injective a) (V : A) :
    (∃ S, hamiltonian a P * S - S * hamiltonian a P = V) ↔ ∀ i, P i * V * P i = 0 := by
  classical
  constructor
  · rintro ⟨S, rfl⟩ i
    rw [block_commutator hP, sub_self, zero_smul]
  · intro hV
    exact ⟨generator a P V, commutator_generator hP ha hV⟩
```

## (h) All solutions

Keep the assumptions of (f). Describe every solution S by its difference from G:

HS − SH = V  ⇔  (S − G) P_i = P_i (S − G) for every i.

Solution. The commutator is linear, and [H, G] = V by (f), so

[H, S − G] = [H, S] − V.

The right-hand side is zero exactly when S is a solution. The left-hand side is zero exactly when S − G commutes with H, which by (e) means that it commutes with every projector.

The freedom in S is therefore a block-diagonal operator. The proof first rewrites the right-hand condition with (e); `linear_combination` then combines the two commutator equations, with `noncomm_ring` expanding products without reordering their factors.

```lean
/-- For distinct levels and `V` without diagonal blocks, `S` solves `[H, S] = V` exactly
when it differs from the generator by an operator commuting with every projector. -/
theorem commutator_solution_iff [DecidableEq ι] {P : ι → A} (hP : IsSpectralResolution P)
    {a : ι → K} (ha : Function.Injective a) {V : A} (hV : ∀ i, P i * V * P i = 0) (S : A) :
    hamiltonian a P * S - S * hamiltonian a P = V
      ↔ ∀ i, Commute (S - generator a P V) (P i) := by
  have hG := commutator_generator hP ha hV
  rw [← commute_hamiltonian_iff hP ha]
  constructor
  · intro h
    change (S - generator a P V) * hamiltonian a P
      = hamiltonian a P * (S - generator a P V)
    linear_combination (norm := noncomm_ring) hG - h
  · intro h
    linear_combination (norm := noncomm_ring) hG - h.eq
```

## (i) A three-state system with a degenerate level

Check that the assumptions can be met with a degenerate level and a coupling that is not zero. Number the levels 0 and 1 and take

P_0 = diag(1, 1, 0),  P_1 = diag(0, 0, 1),  a_0 = 0,  a_1 = 1.

Let W be the complex 3 × 3 matrix with rows (0, 0, 1), (0, 0, 1) and (1, 1, 0). The target is that P_0 and P_1 obey the three laws, that a_0 ≠ a_1, and that

W ≠ 0,  P_0 W P_0 = 0,  P_1 W P_1 = 0.

Solution. Both projectors are diagonal with entries 0 and 1, so each equals its square. Their non-zero entries do not overlap, so their products in either order vanish, and their sum is diag(1, 1, 1) = 1. The levels differ because 0 ≠ 1.

The product P_0 W P_0 keeps only the upper left 2 × 2 block of W, which is zero. The product P_1 W P_1 keeps only the last diagonal entry, also zero. The entry in the first row and third column is 1, so W ≠ 0.

In the code, the projectors are `levelProjector` and W is `coupling`.

```lean
/-- Projectors of a three-state system onto the first two states and onto the third. -/
def levelProjector : Fin 2 → Matrix (Fin 3) (Fin 3) ℂ :=
  ![!![1, 0, 0; 0, 1, 0; 0, 0, 0], !![0, 0, 0; 0, 0, 0; 0, 0, 1]]

/-- A coupling of the first two states to the third. -/
def coupling : Matrix (Fin 3) (Fin 3) ℂ := !![0, 0, 1; 0, 0, 1; 1, 1, 0]
```

The proof checks the matrix identities entry by entry: `fin_cases` runs through the indices and `simp` evaluates each entry.

```lean
/-- The two projectors of the three-state system form a spectral resolution, the levels
0 and 1 are distinct, and the coupling is non-zero with vanishing diagonal blocks. -/
theorem spectralResolution_witness :
    IsSpectralResolution levelProjector ∧ Function.Injective (![0, 1] : Fin 2 → ℂ) ∧
      coupling ≠ 0 ∧ ∀ i, levelProjector i * coupling * levelProjector i = 0 := by
  refine ⟨⟨?_, ?_, ?_⟩, ?_, ?_, ?_⟩
  · intro i
    fin_cases i <;> ext k l <;> fin_cases k <;> fin_cases l <;>
      simp [levelProjector, Matrix.mul_apply, Fin.sum_univ_succ]
  · intro i j hij
    fin_cases i <;> fin_cases j
    · exact absurd rfl hij
    · ext k l
      fin_cases k <;> fin_cases l <;>
        simp [levelProjector, Matrix.mul_apply, Fin.sum_univ_succ]
    · ext k l
      fin_cases k <;> fin_cases l <;>
        simp [levelProjector, Matrix.mul_apply, Fin.sum_univ_succ]
    · exact absurd rfl hij
  · rw [Fin.sum_univ_two]
    ext k l
    fin_cases k <;> fin_cases l <;> simp [levelProjector]
  · intro i j h
    fin_cases i <;> fin_cases j <;> simp_all
  · intro h
    have h02 := congrFun (congrFun h 0) 2
    simp [coupling] at h02
  · intro i
    fin_cases i <;> ext k l <;> fin_cases k <;> fin_cases l <;>
      simp [levelProjector, coupling, Matrix.mul_apply, Fin.sum_univ_succ]

end

end SpectralCommutator
```

```lean
#print axioms SpectralCommutator.commutator_solvable_iff
#print axioms SpectralCommutator.commutator_solution_iff
```

```
'SpectralCommutator.commutator_solvable_iff' depends on axioms: [propext, Classical.choice, Quot.sound]
'SpectralCommutator.commutator_solution_iff' depends on axioms: [propext, Classical.choice, Quot.sound]
```
